# A 2n+1 theorem for the energy Lagrangian of non-interacting orbitals

## The perturbation strength as a formal variable

Every quantity here that depends on the perturbation strength $t$ is a formal power series in $t$ with real coefficients, not a function of a real number $t$. Convergence plays no role, and "correct through order $n$" means that the coefficients of $t^0,\dots,t^n$ are correct. An error that starts at order $n+1$ is then an error divisible by $t^{n+1}$, which turns the counting of orders into algebra.

The system is a Hamiltonian matrix $H$ in a finite orthonormal basis, with power series as entries. A set of orbitals forms the columns of a rectangular matrix $\Phi$, and a square matrix $\Lambda$ holds their multipliers:

$$H^T=H,\qquad \Phi^T\Phi=1,\qquad H\Phi=\Phi\Lambda .$$

The orbitals are orthonormal and span a subspace that $H$ maps into itself. They need not be individual eigenvectors, nor the lowest ones. Their energy is $\mathrm{Tr}\,\Lambda$, the sum of the orbital energies without a spin factor.

## Order $n$ in, order $2n+1$ out

For trial orbitals $Y$ and trial multipliers $M$, the Lagrangian is

$$L(Y,M)=\mathrm{Tr}(Y^THY)-\mathrm{Tr}\big(M(Y^TY-1)\big).$$

If $Y$ agrees with $\Phi$ and $M$ with $\Lambda$ through order $n$, then $L(Y,M)$ agrees with $\mathrm{Tr}\,\Lambda$ through order $2n+1$. The trial orbitals need not be orthonormal. For non-interacting electrons in a finite basis with one perturbation parameter, first-order orbitals and multipliers thus give the energy through third order.

In density functional perturbation theory the 2n+1 theorem concerns a self-consistent energy, whose Hamiltonian depends on the orbitals through the density. Here $H$ is a given series, so that response is absent.

## Why the linear errors cancel

Multiplying $H\Phi=\Phi\Lambda$ by $\Phi^T$ from the left gives $\Lambda=\Phi^TH\Phi$, which is symmetric because $H$ is. The transpose of the eigenvalue relation is therefore $\Phi^TH=\Lambda\Phi^T$.

Write $Y=\Phi+D$ and $M=\Lambda+E$, with $D$ and $E$ the errors. Then

$$Y^THY=\Lambda+\Lambda\Phi^TD+D^T\Phi\Lambda+D^THD,$$

$$Y^TY-1=S,\qquad S=\Phi^TD+D^T\Phi+D^TD .$$

The constraint term subtracts $\mathrm{Tr}(\Lambda S)+\mathrm{Tr}(ES)$. Since $\mathrm{Tr}(D^T\Phi\Lambda)=\mathrm{Tr}(\Lambda D^T\Phi)$, the terms linear in $D$ cancel, and

$$L(Y,M)-\mathrm{Tr}\,\Lambda=\mathrm{Tr}(D^THD)-\mathrm{Tr}(\Lambda D^TD)-\mathrm{Tr}(ES).$$

This is exact. Agreement through order $n$ makes every entry of $D$ and $E$ divisible by $t^{n+1}$. The first two terms contain $D$ twice. In the third, $E$ supplies one factor $t^{n+1}$ and $S$ another, since each term of $S$ contains $D$. The error is divisible by $t^{2n+2}$, so its coefficients through order $2n+1$ vanish.

## Two consequences and two examples

Cutting $\Phi$ and $\Lambda$ off after order $n$ gives admissible trial quantities, so the truncated series determine the energy through order $2n+1$. The Hamiltonian itself is not truncated.

If $Y$ agrees with $\Phi$ through order $n$ and $Y^TY=1$ holds to all orders, the constraint term vanishes, and $\mathrm{Tr}(Y^THY)$ alone is correct through order $2n+1$. A truncated orbital series does not in general meet this condition.

The order $2n+1$ in the Lagrangian theorem cannot be raised. Take one level with energy $e$, and put $s=t^{n+1}$, $Y=1+s$, $M=e+s$. Then

$$L=(1+s)^2e-(e+s)(2s+s^2)=e-2s^2-s^3,$$

so the coefficient of order $2n+2$ is off by $-2$.

A two-level example shows that the exact relations admit an orbital that changes with $t$. With $v=(1-t^2,\,2t)^T$, one has $v^Tv=(1+t^2)^2$. The Hamiltonian $H=vv^T$ then has the normalised eigenvector $\Phi=v/(1+t^2)$ with $\Lambda=(1+t^2)^2$. At $t=0$ this is the upper of the two levels.

## The statement in Lean

The type `ι` labels basis functions and `o` labels orbitals. `IsSolution H Φ Λ` collects the three exact relations. It is a hypothesis: the theorems do not construct the perturbation series from $H$. The structure and `lagrangian` are defined over any commutative ring `R`; the perturbation theorems take `R` to be `PowerSeries ℝ`, where `X` is the variable $t$ and `coeff k` reads off the coefficient of $t^k$.

`AgreeThrough n A B` compares the coefficients of all entries up to and including order `n`, and `truncate n A` sets the higher ones to zero. The main theorem is `two_n_plus_one`. Complex Hermitian Hamiltonians and non-orthogonal basis sets are not covered.

```lean
import Mathlib

open Matrix
open PowerSeries (X coeff)

namespace TwoNPlusOneLagrangian

noncomputable section

variable {R ι o : Type*} [CommRing R] [Fintype ι] [Fintype o] [DecidableEq o]

/-- The orbitals `Φ` (columns) are orthonormal and span an invariant subspace of the symmetric
Hamiltonian `H`, with multiplier matrix `Λ`. -/
structure IsSolution (H : Matrix ι ι R) (Φ : Matrix ι o R) (Λ : Matrix o o R) : Prop where
  symm : Hᵀ = H
  orthonormal : Φᵀ * Φ = 1
  eigen : H * Φ = Φ * Λ

/-- The energy Lagrangian of trial orbitals `Y`, with multipliers `M` for the orthonormality
constraint. -/
def lagrangian (H : Matrix ι ι R) (Y : Matrix ι o R) (M : Matrix o o R) : R :=
  trace (Yᵀ * H * Y) - trace (M * (Yᵀ * Y - 1))

/-- Two matrices of power series in the perturbation strength have the same coefficients
through order `n`. -/
def AgreeThrough {l m : Type*} (n : ℕ) (A B : Matrix l m (PowerSeries ℝ)) : Prop :=
  ∀ i j, ∀ k ≤ n, coeff k (A i j) = coeff k (B i j)

/-- The perturbation series of a matrix, cut off after order `n`. -/
def truncate {l m : Type*} (n : ℕ) (A : Matrix l m (PowerSeries ℝ)) :
    Matrix l m (PowerSeries ℝ) :=
  fun i j => PowerSeries.mk fun k => if k ≤ n then coeff k (A i j) else 0

/-- For an exact solution, the orbitals also satisfy the eigenvalue relation from the left,
with the same multiplier matrix. -/
theorem left_eigen {H : Matrix ι ι R} {Φ : Matrix ι o R} {Λ : Matrix o o R}
    (h : IsSolution H Φ Λ) : Φᵀ * H = Λ * Φᵀ := by
  -- the multiplier matrix is the Hamiltonian in the orbital basis
  have hΛ : Φᵀ * H * Φ = Λ := by
    rw [Matrix.mul_assoc, h.eigen, ← Matrix.mul_assoc, h.orthonormal, Matrix.one_mul]
  have hs : Λᵀ = Λ := by
    rw [← hΛ, Matrix.transpose_mul, Matrix.transpose_mul, Matrix.transpose_transpose,
      h.symm, Matrix.mul_assoc]
  have ht := congrArg Matrix.transpose h.eigen
  rwa [Matrix.transpose_mul, Matrix.transpose_mul, h.symm, hs] at ht

/-- Around an exact solution, the error of the Lagrangian is given exactly by terms of second
and higher order in the orbital error `D` and the multiplier error `E`. -/
theorem lagrangian_error {H : Matrix ι ι R} {Φ : Matrix ι o R} {Λ : Matrix o o R}
    (h : IsSolution H Φ Λ) (D : Matrix ι o R) (E : Matrix o o R) :
    lagrangian H (Φ + D) (Λ + E) - trace Λ =
      trace (Dᵀ * H * D) - trace (Λ * (Dᵀ * D))
        - trace (E * (Φᵀ * D + Dᵀ * Φ + Dᵀ * D)) := by
  have e1 : (Φ + D)ᵀ * H * (Φ + D) =
      Λ + Λ * (Φᵀ * D) + Dᵀ * (Φ * Λ) + Dᵀ * H * D := by
    rw [Matrix.transpose_add, Matrix.add_mul, Matrix.add_mul, left_eigen h,
      Matrix.mul_add, Matrix.mul_add, Matrix.mul_assoc Λ Φᵀ Φ, h.orthonormal,
      Matrix.mul_one, Matrix.mul_assoc Dᵀ H Φ, h.eigen, Matrix.mul_assoc Λ Φᵀ D]
    abel
  have e2 : (Φ + D)ᵀ * (Φ + D) - 1 = Φᵀ * D + Dᵀ * Φ + Dᵀ * D := by
    rw [Matrix.transpose_add, Matrix.add_mul, Matrix.mul_add, Matrix.mul_add, h.orthonormal]
    abel
  -- cyclicity of the trace cancels the remaining linear term
  have tr : trace (Dᵀ * (Φ * Λ)) = trace (Λ * (Dᵀ * Φ)) := by
    rw [← Matrix.mul_assoc, Matrix.trace_mul_comm]
  unfold lagrangian
  rw [e1, e2]
  simp only [Matrix.add_mul, Matrix.mul_add, Matrix.trace_add]
  linear_combination tr

/-- If every entry of `A` contains the factor `a` and every entry of `B` the factor `b`, then
every entry of the product contains `a * b`. -/
theorem dvd_mul_entry {l m r : Type*} [Fintype m] {a b : R} (A : Matrix l m R)
    (B : Matrix m r R) (hA : ∀ i j, a ∣ A i j) (hB : ∀ i j, b ∣ B i j) (i : l) (j : r) :
    a * b ∣ (A * B) i j := by
  rw [Matrix.mul_apply]
  exact Finset.dvd_sum fun k _ => mul_dvd_mul (hA i k) (hB k j)

/-- If the errors in the orbitals and in the multipliers contain a factor `q`, the error of the
Lagrangian at an exact solution contains `q * q`. -/
theorem sq_dvd_error {H : Matrix ι ι R} {Φ : Matrix ι o R} {Λ : Matrix o o R}
    (h : IsSolution H Φ Λ) {q : R} (D : Matrix ι o R) (E : Matrix o o R)
    (hD : ∀ i j, q ∣ D i j) (hE : ∀ i j, q ∣ E i j) :
    q * q ∣ lagrangian H (Φ + D) (Λ + E) - trace Λ := by
  have hDt : ∀ i j, q ∣ Dᵀ i j := fun i j => hD j i
  have hHD : ∀ i j, q ∣ (H * D) i j := fun i j => by
    simpa only [one_mul] using dvd_mul_entry (a := 1) H D (fun _ _ => one_dvd _) hD i j
  have left : ∀ (A : Matrix o ι R) (i j : o), q ∣ (A * D) i j := fun A i j => by
    simpa only [one_mul] using dvd_mul_entry (a := 1) A D (fun _ _ => one_dvd _) hD i j
  have hΛD : ∀ i j, q ∣ (Λ * Dᵀ) i j := fun i j => by
    simpa only [one_mul] using dvd_mul_entry (a := 1) Λ Dᵀ (fun _ _ => one_dvd _) hDt i j
  have hDΦ : ∀ i j, q ∣ (Dᵀ * Φ) i j := fun i j => by
    simpa only [mul_one] using dvd_mul_entry (b := 1) Dᵀ Φ hDt (fun _ _ => one_dvd _) i j
  -- the violation of orthonormality is itself of first order
  have hS : ∀ i j, q ∣ (Φᵀ * D + Dᵀ * Φ + Dᵀ * D) i j := fun i j => by
    rw [Matrix.add_apply, Matrix.add_apply]
    exact dvd_add (dvd_add (left Φᵀ i j) (hDΦ i j)) (left Dᵀ i j)
  have tr : ∀ A : Matrix o o R, (∀ i j, q * q ∣ A i j) → q * q ∣ trace A :=
    fun A hA => Finset.dvd_sum fun i _ => hA i i
  rw [lagrangian_error h, Matrix.mul_assoc Dᵀ H D, ← Matrix.mul_assoc Λ Dᵀ D]
  exact dvd_sub (dvd_sub (tr _ (dvd_mul_entry _ _ hDt hHD))
    (tr _ (dvd_mul_entry _ _ hΛD hD))) (tr _ (dvd_mul_entry _ _ hE hS))

/-- The 2n+1 theorem: if trial orbitals and multipliers agree with an exact solution through
order `n`, the Lagrangian agrees with the energy `Tr Λ` through order `2n+1`. -/
theorem two_n_plus_one {H : Matrix ι ι (PowerSeries ℝ)} {Φ Y : Matrix ι o (PowerSeries ℝ)}
    {Λ M : Matrix o o (PowerSeries ℝ)} (h : IsSolution H Φ Λ) {n : ℕ}
    (hY : AgreeThrough n Y Φ) (hM : AgreeThrough n M Λ) :
    ∀ k ≤ 2 * n + 1, coeff k (lagrangian H Y M) = coeff k (trace Λ) := by
  intro k hk
  -- agreement through order n means that the errors contain t^(n+1)
  have hD : ∀ i j, (X : PowerSeries ℝ) ^ (n + 1) ∣ (Y - Φ) i j := fun i j => by
    rw [PowerSeries.X_pow_dvd_iff]
    intro m hm
    rw [Matrix.sub_apply, map_sub, hY i j m (by omega), sub_self]
  have hE : ∀ i j, (X : PowerSeries ℝ) ^ (n + 1) ∣ (M - Λ) i j := fun i j => by
    rw [PowerSeries.X_pow_dvd_iff]
    intro m hm
    rw [Matrix.sub_apply, map_sub, hM i j m (by omega), sub_self]
  have key := sq_dvd_error h (Y - Φ) (M - Λ) hD hE
  rw [add_sub_cancel, add_sub_cancel, ← pow_add] at key
  have hc := PowerSeries.X_pow_dvd_iff.mp key k (by omega)
  rwa [map_sub, sub_eq_zero] at hc

/-- The orbital and multiplier series of an exact solution, cut off after order `n`, give the
energy coefficients through order `2n+1`. -/
theorem energy_from_truncation {H : Matrix ι ι (PowerSeries ℝ)}
    {Φ : Matrix ι o (PowerSeries ℝ)} {Λ : Matrix o o (PowerSeries ℝ)}
    (h : IsSolution H Φ Λ) (n : ℕ) : ∀ k ≤ 2 * n + 1,
    coeff k (lagrangian H (truncate n Φ) (truncate n Λ)) = coeff k (trace Λ) := by
  apply two_n_plus_one h
  · intro i j k hk
    rw [truncate, PowerSeries.coeff_mk, if_pos hk]
  · intro i j k hk
    rw [truncate, PowerSeries.coeff_mk, if_pos hk]

/-- For orthonormal trial orbitals that agree with an exact solution through order `n`, the
energy expectation value alone is correct through order `2n+1`. -/
theorem orthonormal_trial {H : Matrix ι ι (PowerSeries ℝ)} {Φ Y : Matrix ι o (PowerSeries ℝ)}
    {Λ : Matrix o o (PowerSeries ℝ)} (h : IsSolution H Φ Λ) {n : ℕ}
    (hY : AgreeThrough n Y Φ) (hO : Yᵀ * Y = 1) :
    ∀ k ≤ 2 * n + 1, coeff k (trace (Yᵀ * H * Y)) = coeff k (trace Λ) := by
  intro k hk
  have hL := two_n_plus_one h hY (fun _ _ _ _ => rfl : AgreeThrough n Λ Λ) k hk
  rwa [lagrangian, hO, sub_self, Matrix.mul_zero, Matrix.trace_zero, sub_zero] at hL

/-- In a one-level system with energy `e`, errors `t^(n+1)` in the orbital and in the multiplier
change the coefficient of order `2n+2` of the Lagrangian by `-2`. -/
theorem order_sharp (e : PowerSeries ℝ) (n : ℕ) :
    IsSolution !![e] !![1] !![e] ∧
    AgreeThrough n !![1 + X ^ (n + 1)] !![1] ∧ AgreeThrough n !![e + X ^ (n + 1)] !![e] ∧
    coeff (2 * n + 2) (lagrangian !![e] !![1 + X ^ (n + 1)] !![e + X ^ (n + 1)]) =
      coeff (2 * n + 2) (trace !![e]) - 2 := by
  have hz : ∀ k ≤ n, coeff k ((X : PowerSeries ℝ) ^ (n + 1)) = 0 := fun k hk => by
    rw [PowerSeries.coeff_X_pow, if_neg (by omega)]
  refine ⟨⟨?_, ?_, ?_⟩, ?_, ?_, ?_⟩
  · ext i j : 2
    fin_cases i; fin_cases j; rfl
  · ext i j : 2
    fin_cases i; fin_cases j; simp [Matrix.mul_apply]
  · ext i j : 2
    fin_cases i; fin_cases j; simp [Matrix.mul_apply]
  · intro i j k hk
    fin_cases i; fin_cases j
    change coeff k (1 + X ^ (n + 1)) = coeff k (1 : PowerSeries ℝ)
    rw [map_add, hz k hk, add_zero]
  · intro i j k hk
    fin_cases i; fin_cases j
    change coeff k (e + X ^ (n + 1)) = coeff k e
    rw [map_add, hz k hk, add_zero]
  · have hone : ∀ h y m : PowerSeries ℝ,
        lagrangian !![h] !![y] !![m] = y * h * y - m * (y * y - 1) := by
      intro h y m
      simp only [lagrangian, Matrix.trace, Matrix.diag_apply, Matrix.mul_apply,
        Matrix.sub_apply, Matrix.transpose_apply, Finset.univ_unique, Finset.sum_singleton,
        Matrix.one_apply_eq]
      rfl
    have hL : lagrangian !![e] !![1 + X ^ (n + 1)] !![e + X ^ (n + 1)] =
        e - X ^ (2 * n + 2) - X ^ (2 * n + 2) - X ^ (3 * n + 3) := by
      rw [hone]
      ring
    have ht : trace !![e] = e := by simp [Matrix.trace]
    rw [hL, ht, map_sub, map_sub, map_sub, PowerSeries.coeff_X_pow, PowerSeries.coeff_X_pow,
      if_pos rfl, if_neg (by omega)]
    ring

/-- A two-level Hamiltonian polynomial in the perturbation strength, with a normalised orbital that
rotates with the perturbation, is an exact solution. -/
theorem isSolution_witness :
    IsSolution (R := PowerSeries ℝ)
      !![(1 - X ^ 2) ^ 2, 2 * X * (1 - X ^ 2); 2 * X * (1 - X ^ 2), 4 * X ^ 2]
      !![(1 - X ^ 2) * (1 + X ^ 2)⁻¹; 2 * X * (1 + X ^ 2)⁻¹]
      !![(1 + X ^ 2) ^ 2] := by
  have hu : (1 + X ^ 2 : PowerSeries ℝ) * (1 + X ^ 2)⁻¹ = 1 :=
    PowerSeries.mul_inv_cancel _ (by simp)
  generalize (1 + X ^ 2 : PowerSeries ℝ)⁻¹ = u at hu ⊢
  refine ⟨?_, ?_, ?_⟩
  · ext i j : 2
    fin_cases i <;> fin_cases j <;> rfl
  · ext i j : 1
    fin_cases i; fin_cases j
    simp [Matrix.mul_apply, Fin.sum_univ_two]
    linear_combination ((1 + (X : PowerSeries ℝ) ^ 2) * u + 1) * hu
  · ext i j : 1
    fin_cases i <;> fin_cases j <;> simp [Matrix.mul_apply, Fin.sum_univ_two] <;> ring

end

end TwoNPlusOneLagrangian
```

```lean
#print axioms TwoNPlusOneLagrangian.energy_from_truncation
-- 'TwoNPlusOneLagrangian.energy_from_truncation' depends on axioms: [propext, Classical.choice, Quot.sound]
#print axioms TwoNPlusOneLagrangian.orthonormal_trial
-- 'TwoNPlusOneLagrangian.orthonormal_trial' depends on axioms: [propext, Classical.choice, Quot.sound]
#print axioms TwoNPlusOneLagrangian.order_sharp
-- 'TwoNPlusOneLagrangian.order_sharp' depends on axioms: [propext, Classical.choice, Quot.sound]
```

## From the error formula to the coefficients

`left_eigen` proves the transposed eigenvalue relation. In `lagrangian_error`, `e1` and `e2` are the two expansions above and `tr` is the cyclic trace identity; `linear_combination tr` performs the cancellation.

`dvd_mul_entry` says that common factors of the entries multiply in a matrix product. `sq_dvd_error` applies it to the three error terms, with `hS` supplying the factor in $S$. The result holds for any common factor `q` in any commutative ring.

`energy_from_truncation` checks that truncated series meet the agreement conditions. `orthonormal_trial` uses the exact $\Lambda$ as trial multiplier, which is harmless because its term vanishes. In `order_sharp`, `hone` reduces the Lagrangian to scalars and `ring` expands it. In `isSolution_witness`, the inverse of $1+t^2$ is replaced by a symbol `u` with $(1+t^2)u=1$, which leaves polynomial identities.

## Divisibility as a statement about orders

The proof turns on `PowerSeries.X_pow_dvd_iff`: a power series is divisible by $t^m$ exactly when all its coefficients of order below $m$ vanish. `two_n_plus_one` uses it in both directions.

First, agreement through order $n$ becomes divisibility of the entries of `Y - Φ` and `M - Λ` by $t^{n+1}$. Then `sq_dvd_error` gives divisibility of the energy error by $t^{n+1}t^{n+1}$, which `pow_add` combines into a single power. Finally, the equivalence is read the other way, and every error coefficient of order $k\le 2n+1$ is zero. The tactic `omega` settles the inequalities between orders. No product of series has to be expanded coefficient by coefficient.
